# Bilinear exchange between two non-zero spins is isotropic exactly when its tensor is scalar

To ask which exchange couplings between two spins have no preferred direction, one must first choose what "isotropic" means: here, that the coupling commutes with all three components of the total spin, the generators of joint rotations. Among couplings bilinear in the two spins, only the Heisenberg form $c\,\mathbf J\cdot\mathbf K$ passes.

## Two spins and an exchange tensor

```lean
import Mathlib

open Matrix Complex
open scoped Kronecker

namespace ExchangeAnisotropy

noncomputable section

variable {α β : Type*} [Fintype α] [Fintype β]
```

The finite types `α` and `β` label the basis states of the two spins.

```lean
/-- The angular momentum relations `[J i, J (i+1)] = I • J (i+2)`, where `I` is the imaginary unit
and the axes x, y, z are numbered 0, 1, 2 cyclically. -/
def IsAngularMomentum (J : Fin 3 → Matrix α α ℂ) : Prop :=
  ∀ i, J i * J (i + 1) - J (i + 1) * J i = I • J (i + 2)
```

A triple of complex matrices is an angular momentum if $[J_i,J_{i+1}]=\mathrm i J_{i+2}$, with $\hbar=1$. Axes x, y, z are 0, 1, 2, counted modulo 3, and Lean's `I` is the imaginary unit $\mathrm i$. Hermiticity is not required.

```lean
/-- The bilinear exchange coupling of two spins with exchange tensor `a`. -/
def coupling (J : Fin 3 → Matrix α α ℂ) (K : Fin 3 → Matrix β β ℂ)
    (a : Matrix (Fin 3) (Fin 3) ℂ) : Matrix (α × β) (α × β) ℂ :=
  ∑ i, ∑ j, a i j • (J i ⊗ₖ K j)
```

This is $H_a=\sum_{ij}a_{ij}\,J_i\otimes K_j$, where $K$ is the second spin. The tensor $a$ may be complex; for Hermitian spins, a real $a$ makes $H_a$ Hermitian.

```lean
/-- The component of the total spin along axis `k`. -/
def totalSpin [DecidableEq α] [DecidableEq β] (J : Fin 3 → Matrix α α ℂ)
    (K : Fin 3 → Matrix β β ℂ) (k : Fin 3) : Matrix (α × β) (α × β) ℂ :=
  J k ⊗ₖ 1 + 1 ⊗ₖ K k
```

The total component is $S_k=J_k\otimes 1+1\otimes K_k$.

```lean
/-- The first-order change of the exchange tensor, per unit angle, under a clockwise rotation
about axis `k`; the array lists the axes in the order `k, k+1, k+2`. -/
def rotationChange (a : Matrix (Fin 3) (Fin 3) ℂ) (k : Fin 3) : Matrix (Fin 3) (Fin 3) ℂ :=
  (!![0, a k (k+2), -a k (k+1);
      a (k+2) k, a (k+1) (k+2) + a (k+2) (k+1), a (k+2) (k+2) - a (k+1) (k+1);
      -a (k+1) k, a (k+2) (k+2) - a (k+1) (k+1), -(a (k+1) (k+2) + a (k+2) (k+1))]).submatrix
    (fun i => i - k) (fun j => j - k)
```

Write $R_ka$ for this tensor, the first-order change of $a$ under a clockwise rotation about axis $k$. The array starts at axis $k$, and `submatrix` restores the usual order.

## From commutators to conditions on the tensor

```lean
/-- The other two commutation relations, seen from a given axis `i`. -/
theorem IsAngularMomentum.cyclic {J : Fin 3 → Matrix α α ℂ} (hJ : IsAngularMomentum J)
    (i : Fin 3) : J (i+1) * J (i+2) - J (i+2) * J (i+1) = I • J i ∧
      J (i+2) * J i - J i * J (i+2) = I • J (i+1) := by
  have e : ∀ i : Fin 3, i+1+1 = i+2 ∧ i+1+2 = i ∧ i+2+1 = i ∧ i+2+2 = i+1 := by decide
  obtain ⟨e1, e2, e3, e4⟩ := e i
  have p := hJ (i+1)
  have q := hJ (i+2)
  rw [e1, e2] at p
  rw [e3, e4] at q
  exact ⟨p, q⟩
```

Shifting the index in the definition gives $[J_{i+1},J_{i+2}]=\mathrm iJ_i$ and $[J_{i+2},J_i]=\mathrm iJ_{i+1}$.

```lean
/-- The three components of a non-zero angular momentum are linearly independent. -/
theorem components_independent {J : Fin 3 → Matrix α α ℂ} (hJ : IsAngularMomentum J)
    (h0 : J ≠ 0) (c : Fin 3 → ℂ) (h : ∑ i, c i • J i = 0) : c = 0 := by
  funext i
  have hs : c i • J i + c (i+1) • J (i+1) + c (i+2) • J (i+2) = 0 := by
    rw [← h, ← Equiv.sum_comp (Equiv.addLeft i) (fun j => c j • J j), Fin.sum_univ_three]
    simp
  have hxy := hJ i
  obtain ⟨hyz, hzx⟩ := hJ.cyclic i
  have cover : ∀ i j : Fin 3, j = i ∨ j = i+1 ∨ j = i+2 := by decide
  by_contra hc
  apply h0
  have hz : J (i+2) = 0 := by
    generalize J i = X, J (i+1) = Y, J (i+2) = Z at *
    generalize c i = x, c (i+1) = y, c (i+2) = z at *
    -- commute the vanishing combination with Z, then with X
    have h1 : y • (Y * Z - Z * Y) - x • (Z * X - X * Z) = 0 := by
      have e : y • (Y * Z - Z * Y) - x • (Z * X - X * Z)
          = (x • X + y • Y + z • Z) * Z - Z * (x • X + y • Y + z • Z) := by
        simp only [add_mul, mul_add, smul_mul_assoc, mul_smul_comm]
        module
      rw [e, hs, zero_mul, mul_zero, sub_zero]
    rw [hyz, hzx, smul_comm y I, smul_comm x I, ← smul_sub] at h1
    have h2 := (smul_eq_zero.mp h1).resolve_left I_ne_zero
    have h3 : x • (X * Y - Y * X) = 0 := by
      have e : x • (X * Y - Y * X) = (y • X - x • Y) * X - X * (y • X - x • Y) := by
        simp only [sub_mul, mul_sub, smul_mul_assoc, mul_smul_comm]
        module
      rw [e, h2, zero_mul, mul_zero, sub_zero]
    rw [hxy] at h3
    exact (smul_eq_zero.mp ((smul_eq_zero.mp h3).resolve_left hc)).resolve_left I_ne_zero
  -- one vanishing component forces the other two to vanish
  rw [hz, mul_zero, zero_mul, sub_zero] at hyz hzx
  have hx := (smul_eq_zero.mp hyz.symm).resolve_left I_ne_zero
  have hy := (smul_eq_zero.mp hzx.symm).resolve_left I_ne_zero
  funext j
  rcases cover i j with r | r | r <;> rw [r] <;> assumption
```

Write $X,Y,Z$ for $J_i,J_{i+1},J_{i+2}$, and suppose $xX+yY+zZ=0$ with $x\neq0$. The commutator with $Z$ gives $\mathrm i(yX-xY)=0$. The commutator of $yX-xY$ with $X$ then gives $\mathrm i xZ=0$, so $Z=0$. Now $\mathrm iX=[Y,Z]=0$ and $\mathrm iY=[Z,X]=0$, which contradicts $J\neq0$. In the code these are `h1`, `h3` and the closing lines; `module` checks the linear algebra.

```lean
/-- For two non-zero angular momenta, a bilinear coupling vanishes only if its exchange
tensor vanishes. -/
theorem tensor_eq_zero {J : Fin 3 → Matrix α α ℂ} {K : Fin 3 → Matrix β β ℂ}
    (hJ : IsAngularMomentum J) (hK : IsAngularMomentum K) (hJ0 : J ≠ 0) (hK0 : K ≠ 0)
    {b : Matrix (Fin 3) (Fin 3) ℂ} (h : coupling J K b = 0) : b = 0 := by
  have h1 : ∀ q s, (fun i => ∑ j, b i j * K j q s) = 0 := by
    intro q s
    apply components_independent hJ hJ0
    ext p r
    have e := congrArg (fun M => M (p, q) (r, s)) h
    simp only [coupling, Fin.sum_univ_three, Matrix.add_apply, Matrix.smul_apply,
      kroneckerMap_apply, smul_eq_mul, Matrix.zero_apply] at e ⊢
    linear_combination e
  ext i j
  have h2 : (fun j => b i j) = 0 := by
    apply components_independent hK hK0
    ext q s
    have e := congrFun (h1 q s) i
    simp only [Fin.sum_univ_three, Matrix.add_apply, Matrix.smul_apply, smul_eq_mul,
      Matrix.zero_apply, Pi.zero_apply] at e ⊢
    linear_combination e
  exact congrFun h2 j
```

If $H_b=0$, fix a matrix entry $(q,s)$ of the second factor: $\sum_i\big(\sum_j b_{ij}(K_j)_{qs}\big)J_i=0$. Independence of the $J_i$ makes each bracket vanish for all $q,s$, so $\sum_j b_{ij}K_j=0$, and independence of the $K_j$ gives $b=0$.

```lean
variable [DecidableEq α] [DecidableEq β]

/-- The commutator of a bilinear coupling of two angular momenta with the total spin along axis `k`
is `I` times the coupling with tensor `rotationChange a k`. -/
theorem coupling_commutator {J : Fin 3 → Matrix α α ℂ} {K : Fin 3 → Matrix β β ℂ}
    (hJ : IsAngularMomentum J) (hK : IsAngularMomentum K)
    (a : Matrix (Fin 3) (Fin 3) ℂ) (k : Fin 3) :
    coupling J K a * totalSpin J K k - totalSpin J K k * coupling J K a
      = I • coupling J K (rotationChange a k) := by
  have cyc (f : Fin 3 → Matrix (α × β) (α × β) ℂ) :
      ∑ j, f j = f k + f (k+1) + f (k+2) := by
    rw [← Equiv.sum_comp (Equiv.addLeft k) f, Fin.sum_univ_three]
    simp
  -- the commutator acts on each factor separately
  have hc : ∀ i j, (J i ⊗ₖ K j) * totalSpin J K k - totalSpin J K k * (J i ⊗ₖ K j)
      = (J i * J k - J k * J i) ⊗ₖ K j + J i ⊗ₖ (K j * K k - K k * K j) := by
    intro i j
    simp only [totalSpin, mul_add, add_mul, ← mul_kronecker_mul, mul_one, one_mul]
    ext ⟨p, q⟩ ⟨r, s⟩
    simp only [Matrix.add_apply, Matrix.sub_apply, kroneckerMap_apply]
    ring
  have hs : coupling J K a * totalSpin J K k - totalSpin J K k * coupling J K a
      = ∑ i, ∑ j, a i j •
        ((J i ⊗ₖ K j) * totalSpin J K k - totalSpin J K k * (J i ⊗ₖ K j)) := by
    simp only [coupling, Finset.sum_mul, Finset.mul_sum, smul_mul_assoc, mul_smul_comm,
      smul_sub, Finset.sum_sub_distrib]
  have j1 : J (k+1) * J k - J k * J (k+1) = -(I • J (k+2)) := by rw [← hJ k, neg_sub]
  have k1 : K (k+1) * K k - K k * K (k+1) = -(I • K (k+2)) := by rw [← hK k, neg_sub]
  rw [hs]
  simp only [hc, coupling, cyc, j1, k1, (hJ.cyclic k).2, (hK.cyclic k).2, sub_self]
  ext ⟨p, q⟩ ⟨r, s⟩
  simp [rotationChange, kroneckerMap_apply]
  ring
```

The claim is $[H_a,S_k]=\mathrm i\,H_{R_ka}$. By `hc`, the commutator acts on each factor in turn:

$$[J_i\otimes K_j,S_k]=[J_i,J_k]\otimes K_j+J_i\otimes[K_j,K_k].$$

Insert $[J_k,J_k]=0$, $[J_{k+1},J_k]=-\mathrm iJ_{k+2}$ and $[J_{k+2},J_k]=\mathrm iJ_{k+1}$, and the same for $K$. Collecting the nine products gives the entries of $R_ka$; `ring` does this entry by entry.

```lean
/-- For two non-zero angular momenta, a bilinear coupling conserves the total spin along axis
`k` exactly when its tensor has equal transverse diagonal entries, an antisymmetric transverse
off-diagonal part, and no entries mixing the axis with the transverse plane. -/
theorem conserves_component_iff {J : Fin 3 → Matrix α α ℂ} {K : Fin 3 → Matrix β β ℂ}
    (hJ : IsAngularMomentum J) (hK : IsAngularMomentum K) (hJ0 : J ≠ 0) (hK0 : K ≠ 0)
    (a : Matrix (Fin 3) (Fin 3) ℂ) (k : Fin 3) :
    Commute (coupling J K a) (totalSpin J K k) ↔
      a (k+1) (k+1) = a (k+2) (k+2) ∧ a (k+1) (k+2) = -a (k+2) (k+1) ∧
      a k (k+1) = 0 ∧ a k (k+2) = 0 ∧ a (k+1) k = 0 ∧ a (k+2) k = 0 := by
  rw [commute_iff_eq, ← sub_eq_zero, coupling_commutator hJ hK]
  constructor
  · intro h
    have hb := tensor_eq_zero hJ hK hJ0 hK0 ((smul_eq_zero.mp h).resolve_left I_ne_zero)
    have e := fun i j => congrArg (fun M => M (k + i) (k + j)) hb
    simp only [rotationChange, submatrix_apply, add_sub_cancel_left, Matrix.zero_apply] at e
    exact ⟨(sub_eq_zero.mp (e 1 2)).symm, eq_neg_of_add_eq_zero_left (e 1 1),
      neg_eq_zero.mp (e 0 2), e 0 1, neg_eq_zero.mp (e 2 0), e 1 0⟩
  · rintro ⟨h1, h2, h3, h4, h5, h6⟩
    have hb : rotationChange a k = 0 := by
      ext i j
      simp only [rotationChange, submatrix_apply, Matrix.zero_apply]
      generalize i - k = p
      generalize j - k = q
      fin_cases p <;> fin_cases q <;> simp [h1, h2, h3, h4, h5, h6]
    simp [hb, coupling]
```

So $S_k$ is conserved exactly when $R_ka=0$. Reading off the entries gives $a_{k+1,k+1}=a_{k+2,k+2}$, $a_{k+1,k+2}=-a_{k+2,k+1}$, and zeros wherever axis $k$ meets the transverse plane. An antisymmetric (Dzyaloshinskii–Moriya) term along $k$ survives.

```lean
/-- For two non-zero angular momenta, a bilinear coupling commutes with all three total spin
components if and only if its exchange tensor is a scalar matrix. -/
theorem isotropic_iff_scalar {J : Fin 3 → Matrix α α ℂ} {K : Fin 3 → Matrix β β ℂ}
    (hJ : IsAngularMomentum J) (hK : IsAngularMomentum K) (hJ0 : J ≠ 0) (hK0 : K ≠ 0)
    (a : Matrix (Fin 3) (Fin 3) ℂ) :
    (∀ k, Commute (coupling J K a) (totalSpin J K k)) ↔ ∃ c : ℂ, a = c • 1 := by
  simp only [conserves_component_iff hJ hK hJ0 hK0]
  constructor
  · intro h
    -- two axes already suffice
    have hx : a 1 1 = a 2 2 ∧ a 1 2 = -a 2 1 ∧ a 0 1 = 0 ∧ a 0 2 = 0 ∧ a 1 0 = 0 ∧
      a 2 0 = 0 := h 0
    have hy : a 2 2 = a 0 0 ∧ a 2 0 = -a 0 2 ∧ a 1 2 = 0 ∧ a 1 0 = 0 ∧ a 2 1 = 0 ∧
      a 0 1 = 0 := h 1
    obtain ⟨d1, -, e1, e2, e3, e4⟩ := hx
    obtain ⟨d2, -, e5, -, e6, -⟩ := hy
    refine ⟨a 0 0, ?_⟩
    ext i j
    fin_cases i <;> fin_cases j <;> simp [d1, d2, e1, e2, e3, e4, e5, e6]
  · rintro ⟨c, rfl⟩ k
    have ne : ∀ k : Fin 3, k+1 ≠ k+2 ∧ k+2 ≠ k+1 ∧ k ≠ k+1 ∧ k ≠ k+2 ∧ k+1 ≠ k ∧ k+2 ≠ k := by
      decide
    obtain ⟨n1, n2, n3, n4, n5, n6⟩ := ne k
    simp only [Matrix.smul_apply, Matrix.one_apply_eq, Matrix.one_apply_ne n1,
      Matrix.one_apply_ne n2, Matrix.one_apply_ne n3, Matrix.one_apply_ne n4,
      Matrix.one_apply_ne n5, Matrix.one_apply_ne n6, smul_zero, neg_zero, and_self]
```

Axes 0 and 1 together remove every off-diagonal entry and equate the three diagonal ones, so $a=c\,1$. Conversely, a scalar tensor meets the conditions for every $k$. Both spins must be non-zero: otherwise $H_a=0$ for every $a$, and every tensor would pass.

## The matrices of spin n/2

```lean
/-- The raising matrix of spin `n/2`; the basis state `k` has magnetic number `n/2 - k`. -/
def raising (n : ℕ) : Matrix (Fin (n+1)) (Fin (n+1)) ℂ :=
  of fun i j => if (i : ℕ) + 1 = (j : ℕ) then
    ((Real.sqrt (((j : ℕ) : ℝ) * ((n : ℝ) + 1 - ((j : ℕ) : ℝ))) : ℝ) : ℂ) else 0
```

Here `n` is twice the spin quantum number, and $k$ numbers basis states, with magnetic number $n/2-k$. The element of $J_+$ from state $j$ to state $j-1$ is $\sqrt{j(n+1-j)}$.

```lean
/-- The spin `n/2` matrices for the axes x, y, z. -/
def spin (n : ℕ) : Fin 3 → Matrix (Fin (n+1)) (Fin (n+1)) ℂ :=
  ![(1/2 : ℂ) • (raising n + (raising n)ᵀ), (-I/2) • (raising n - (raising n)ᵀ),
    diagonal fun k => (n : ℂ)/2 - ((k : ℕ) : ℂ)]
```

These are $J_x=\tfrac12(J_++J_-)$, $J_y=-\tfrac{\mathrm i}2(J_+-J_-)$ and diagonal $J_z$, with $J_-=J_+^{T}$ because $J_+$ is real.

```lean
/-- The commutator of the raising and lowering matrices is twice the z component. -/
theorem ladder_commutator (n : ℕ) :
    raising n * (raising n)ᵀ - (raising n)ᵀ * raising n
      = (2 : ℂ) • diagonal fun k : Fin (n+1) => (n : ℂ)/2 - ((k : ℕ) : ℂ) := by
  have hsq : ∀ j : Fin (n+1),
      ((Real.sqrt (((j : ℕ) : ℝ) * ((n : ℝ) + 1 - ((j : ℕ) : ℝ))) : ℝ) : ℂ) *
      ((Real.sqrt (((j : ℕ) : ℝ) * ((n : ℝ) + 1 - ((j : ℕ) : ℝ))) : ℝ) : ℂ)
      = ((j : ℕ) : ℂ) * ((n : ℂ) + 1 - ((j : ℕ) : ℂ)) := by
    intro j
    have hj : ((j : ℕ) : ℝ) ≤ n := by exact_mod_cast Nat.lt_succ_iff.mp j.isLt
    rw [← ofReal_mul, Real.mul_self_sqrt (mul_nonneg (Nat.cast_nonneg _) (by linarith))]
    push_cast
    ring
  have up : raising n * (raising n)ᵀ
      = diagonal fun i : Fin (n+1) => (((i : ℕ) : ℂ) + 1) * ((n : ℂ) - ((i : ℕ) : ℂ)) := by
    ext i j
    rw [Matrix.mul_apply, diagonal_apply]
    simp only [transpose_apply, raising, of_apply]
    have hi := i.isLt
    by_cases hij : i = j
    · subst hij
      rw [if_pos rfl]
      by_cases hn : (i : ℕ) < n
      · rw [Finset.sum_eq_single (⟨(i : ℕ) + 1, by omega⟩ : Fin (n+1))]
        · rw [if_pos rfl, hsq]
          push_cast
          ring
        · intro k _ hk
          rw [if_neg, zero_mul]
          exact fun h => hk (Fin.ext h.symm)
        · exact fun h => absurd (Finset.mem_univ _) h
      · have hin : (i : ℕ) = n := by omega
        rw [Finset.sum_eq_zero]
        · simp [hin]
        · intro k _
          have hk := k.isLt
          rw [if_neg, zero_mul]
          omega
    · rw [if_neg hij]
      apply Finset.sum_eq_zero
      intro k _
      split_ifs with h1 h2
      · exact absurd (Fin.ext (by omega)) hij
      all_goals simp
  have down : (raising n)ᵀ * raising n
      = diagonal fun i : Fin (n+1) => ((i : ℕ) : ℂ) * ((n : ℂ) + 1 - ((i : ℕ) : ℂ)) := by
    ext i j
    rw [Matrix.mul_apply, diagonal_apply]
    simp only [transpose_apply, raising, of_apply]
    have hi := i.isLt
    by_cases hij : i = j
    · subst hij
      rw [if_pos rfl, ← hsq]
      by_cases hn : (i : ℕ) = 0
      · rw [Finset.sum_eq_zero]
        · simp [hn]
        · intro k _
          rw [if_neg, zero_mul]
          omega
      · rw [Finset.sum_eq_single (⟨(i : ℕ) - 1, by omega⟩ : Fin (n+1))]
        · rw [if_pos]
          exact Nat.sub_add_cancel (by omega)
        · intro k _ hk
          rw [if_neg, zero_mul]
          intro h
          exact hk (Fin.ext (Nat.eq_sub_of_add_eq h))
        · exact fun h => absurd (Finset.mem_univ _) h
    · rw [if_neg hij]
      apply Finset.sum_eq_zero
      intro k _
      split_ifs with h1 h2
      · exact absurd (Fin.ext (by omega)) hij
      all_goals simp
  rw [up, down]
  ext i j
  by_cases h : i = j
  · subst h
    simp only [Matrix.sub_apply, Matrix.smul_apply, diagonal_apply_eq, smul_eq_mul]
    ring
  · simp [h]
```

Both products are diagonal, and their difference at state $i$ is

$$(i+1)(n-i)-i(n+1-i)=n-2i,$$

twice the entry of $J_z$. The case splits handle the ends of the ladder.

```lean
/-- For `n ≥ 1` the spin `n/2` matrices are a non-zero angular momentum. -/
theorem spin_witness (n : ℕ) (hn : 1 ≤ n) : IsAngularMomentum (spin n) ∧ spin n ≠ 0 := by
  constructor
  · have hpm := ladder_commutator n
    have hz : (diagonal fun k : Fin (n+1) => (n : ℂ)/2 - ((k : ℕ) : ℂ)) * raising n
        - raising n * (diagonal fun k : Fin (n+1) => (n : ℂ)/2 - ((k : ℕ) : ℂ))
        = raising n := by
      ext i j
      simp only [Matrix.sub_apply, diagonal_mul, mul_diagonal, raising, of_apply]
      split_ifs with h
      · have e : ((j : ℕ) : ℂ) = ((i : ℕ) : ℂ) + 1 := by exact_mod_cast h.symm
        rw [e]
        ring
      · simp
    have hm := congrArg transpose hz
    simp only [transpose_sub, transpose_mul, diagonal_transpose] at hm
    unfold IsAngularMomentum spin
    generalize (raising n)ᵀ = M at *
    generalize raising n = P at *
    generalize (diagonal fun k : Fin (n+1) => (n : ℂ)/2 - ((k : ℕ) : ℂ)) = Z at *
    have xy : ((1/2 : ℂ) • (P + M)) * ((-I/2) • (P - M))
        - ((-I/2) • (P - M)) * ((1/2 : ℂ) • (P + M)) = I • Z := by
      simp only [smul_mul_assoc, mul_smul_comm, add_mul, mul_add, sub_mul, mul_sub]
      linear_combination (norm := module) (I/2) • hpm
    have yz : ((-I/2) • (P - M)) * Z - Z * ((-I/2) • (P - M))
        = I • ((1/2 : ℂ) • (P + M)) := by
      simp only [smul_mul_assoc, mul_smul_comm, sub_mul, mul_sub]
      linear_combination (norm := module) (I/2) • hz + (I/2) • hm
    have zx : Z * ((1/2 : ℂ) • (P + M)) - ((1/2 : ℂ) • (P + M)) * Z
        = I • ((-I/2) • (P - M)) := by
      have hI : I * (-I/2) = 1/2 := by linear_combination (-1/2 : ℂ) * I_mul_I
      rw [smul_smul, hI]
      simp only [smul_mul_assoc, mul_smul_comm, add_mul, mul_add]
      linear_combination (norm := module) (1/2 : ℂ) • hz - (1/2 : ℂ) • hm
    intro i
    fin_cases i
    · exact xy
    · exact yz
    · exact zx
  · intro h
    have e : (n : ℂ)/2 - (((0 : Fin (n+1)) : ℕ) : ℂ) = 0 := by
      have e' := congrArg (fun J => J 2 0 0) h
      simpa [spin] using e'
    simp at e
    omega
```

With $[J_z,J_+]=J_+$ and its transpose $[J_-,J_z]=J_-$, expansion gives

$$[J_x,J_y]=\tfrac{\mathrm i}2[J_+,J_-]=\mathrm iJ_z,$$
$$[J_y,J_z]=\tfrac{\mathrm i}2(J_++J_-)=\mathrm iJ_x,$$
$$[J_z,J_x]=\tfrac12(J_+-J_-)=\mathrm iJ_y.$$

The first entry of $J_z$ is $n/2\neq0$.

```lean
/-- For spins `n/2` and `m/2` with `n, m ≥ 1`, a bilinear exchange coupling commutes with all
three total spin components if and only if its exchange tensor is a scalar matrix. -/
theorem spin_exchange_isotropic_iff (n m : ℕ) (hn : 1 ≤ n) (hm : 1 ≤ m)
    (a : Matrix (Fin 3) (Fin 3) ℂ) :
    (∀ k, Commute (coupling (spin n) (spin m) a) (totalSpin (spin n) (spin m) k)) ↔
      ∃ c : ℂ, a = c • 1 :=
  isotropic_iff_scalar (spin_witness n hn).1 (spin_witness m hm).1
    (spin_witness n hn).2 (spin_witness m hm).2 a

end

end ExchangeAnisotropy
```

```lean
#print axioms ExchangeAnisotropy.isotropic_iff_scalar
#print axioms ExchangeAnisotropy.spin_exchange_isotropic_iff
```

```
'ExchangeAnisotropy.isotropic_iff_scalar' depends on axioms: [propext, Classical.choice, Quot.sound]
'ExchangeAnisotropy.spin_exchange_isotropic_iff' depends on axioms: [propext, Classical.choice, Quot.sound]
```

For spins $n/2$ and $m/2$, equal or not, with $n,m\ge1$, the general theorem now applies directly.

In a diagonalisation of two spins 1/2 with $a=\mathrm{diag}(g,g,h)$, conservation of $S_z$ splits the matrix into blocks. The triplet states with total magnetic number $\pm1$ have energy $h/4$, and the one with 0 has $g/2-h/4$. The three levels coincide exactly when $g=h$, the scalar case.

The result bears on spin Hamiltonians fitted to electronic-structure energies, for a single pair with purely bilinear exchange. That two magnetic atoms in a solid reduce to such a pair is a physical assumption which the hypotheses do not supply.
